# The rate of change of a cubic model energy when its parameters and the field both vary

The model energy is W(x,F) = ½⟨x,Kx⟩ + g(x,x,x)/6 − F⟨d,x⟩ − ½F⟨x,Qx⟩, where x is an unconstrained vector of variational parameters in a real inner product space and F is the field strength. The operators K and Q are continuous and symmetric, K is also invertible with continuous inverse, and the continuous cubic coupling g is symmetric in its three arguments. `hasDerivAt_energy_path` says that if x = p(t) and F = f(t) are differentiable at s, then W has derivative ⟨p′,Kp⟩ + ½g(p,p,p′) − f⟨p′,d⟩ − f⟨p′,Qp⟩ − f′(⟨d,p⟩ + ½⟨p,Qp⟩) there. The attempt differentiates W term by term with product rules, then uses the symmetries to collect equal terms.

Lean 4 with Mathlib refuses this proof:

```lean
import Mathlib

open Filter Topology
open scoped InnerProductSpace

noncomputable section

namespace SternheimerResponse

/-- A variational response model: Hessian `K`, field coupling `Q`, cubic coupling `g`
(including the exchange-correlation part) and dipole vector `d`. -/
structure ResponseModel (E : Type) [NormedAddCommGroup E] [InnerProductSpace ℝ E] where
  K : E ≃L[ℝ] E
  Q : E →L[ℝ] E
  g : E →L[ℝ] E →L[ℝ] E →L[ℝ] ℝ
  d : E
  K_sym : ∀ x y, ⟪K x, y⟫_ℝ = ⟪x, K y⟫_ℝ
  Q_sym : ∀ x y, ⟪Q x, y⟫_ℝ = ⟪x, Q y⟫_ℝ
  g_swap_left : ∀ x y z, g x y z = g y x z
  g_swap_right : ∀ x y z, g x y z = g x z y

namespace ResponseModel

variable {E : Type} [NormedAddCommGroup E] [InnerProductSpace ℝ E] (M : ResponseModel E)

/-- The energy `W(x,F)` of the variational parameters `x` in a field of strength `F`. -/
def energy (x : E) (F : ℝ) : ℝ :=
  ⟪x, M.K x⟫_ℝ / 2 + M.g x x x / 6 - F * ⟪M.d, x⟫_ℝ - F * ⟪x, M.Q x⟫_ℝ / 2

/-- The formula for the slope of the energy at `x` in the direction `v`, at fixed field. -/
def slope (x : E) (F : ℝ) (v : E) : ℝ :=
  ⟪v, M.K x⟫_ℝ + M.g x x v / 2 - F * ⟪v, M.d⟫_ℝ - F * ⟪v, M.Q x⟫_ℝ

/-- Product rule for the matrix element of a fixed operator between two moving vectors. -/
theorem hasDerivAt_form (L : E →L[ℝ] E) {p q : ℝ → E} {p' q' : E} {s : ℝ}
    (hp : HasDerivAt p p' s) (hq : HasDerivAt q q' s) :
    HasDerivAt (fun t => ⟪p t, L (q t)⟫_ℝ) (⟪p s, L q'⟫_ℝ + ⟪p', L (q s)⟫_ℝ) s := by
  have hL : HasDerivAt (fun t => L (q t)) (L q') s := L.hasFDerivAt.comp_hasDerivAt s hq
  exact hp.inner ℝ hL

/-- Product rule for the cubic coupling of three moving vectors. -/
theorem hasDerivAt_g {p q r : ℝ → E} {p' q' r' : E} {s : ℝ} (hp : HasDerivAt p p' s)
    (hq : HasDerivAt q q' s) (hr : HasDerivAt r r' s) :
    HasDerivAt (fun t => M.g (p t) (q t) (r t))
      (M.g p' (q s) (r s) + M.g (p s) q' (r s) + M.g (p s) (q s) r') s := by
  have key : ∀ (W : Type) [NormedAddCommGroup W] [NormedSpace ℝ W] (c : ℝ → E →L[ℝ] W)
      (c' : E →L[ℝ] W) (u : ℝ → E) (u' : E), HasDerivAt c c' s → HasDerivAt u u' s →
      HasDerivAt (fun t => c t (u t)) (c' (u s) + c s u') s :=
    fun W _ _ c c' u u' hc hu => hc.clm_apply hu
  -- one argument of `g` is filled in at a time
  have lin : ∀ (W : Type) [NormedAddCommGroup W] [NormedSpace ℝ W] (L : E →L[ℝ] W),
      HasDerivAt (fun t => L (p t)) (L p') s :=
    fun W _ _ L => L.hasFDerivAt.comp_hasDerivAt s hp
  have h1 := lin (E →L[ℝ] E →L[ℝ] ℝ) M.g
  have h2 := key (E →L[ℝ] ℝ) (fun t => M.g (p t)) (M.g p') q q' h1 hq
  have h3 := key ℝ (fun t => M.g (p t) (q t)) _ r r' h2 hr
  exact h3.congr_deriv (by simp)

/-- Chain rule for the energy when the parameters and the field both vary. -/
theorem hasDerivAt_energy_path {p : ℝ → E} {f : ℝ → ℝ} {p' : E} {f' s : ℝ}
    (hp : HasDerivAt p p' s) (hf : HasDerivAt f f' s) :
    HasDerivAt (fun t => M.energy (p t) (f t))
      (M.slope (p s) (f s) p' - f' * (⟪M.d, p s⟫_ℝ + ⟪p s, M.Q (p s)⟫_ℝ / 2)) s := by
  have hK : HasDerivAt (fun t => M.K (p t)) (M.K p') s :=
    (M.K : E →L[ℝ] E).hasFDerivAt.comp_hasDerivAt s hp
  have hQ : HasDerivAt (fun t => M.Q (p t)) (M.Q p') s :=
    M.Q.hasFDerivAt.comp_hasDerivAt s hp
  have hg : HasDerivAt (fun t => M.g (p t)) (M.g p') s :=
    M.g.hasFDerivAt.comp_hasDerivAt s hp
  have h := ((((hp.inner ℝ hK).div_const 2).fun_add
    (((hg.clm_apply hp).clm_apply hp).div_const 6)).fun_sub
    (hf.fun_mul ((hasDerivAt_const s M.d).inner ℝ hp))).fun_sub
    ((hf.fun_mul (hp.inner ℝ hQ)).div_const 2)
  refine h.congr_deriv ?_
  simp only [slope, inner_zero_left, ContinuousLinearMap.add_apply]
  -- the symmetries of `K`, `Q` and `g` collect equal terms
  have k1 := M.K_sym (p s) p'
  have k2 := real_inner_comm (M.K (p s)) p'
  have q1 := M.Q_sym (p s) p'
  have q2 := real_inner_comm (M.Q (p s)) p'
  have g1 := M.g_swap_left p' (p s) (p s)
  have g2 := M.g_swap_right (p s) p' (p s)
  rw [← k1, ← q1, g1, g2, ← k2, ← q2]
  ring

end ResponseModel

end SternheimerResponse
```

Messages:

```
Main.lean:69:4: error: Type mismatch
  HasFDerivAt.comp_hasDerivAt s (ContinuousLinearMap.hasFDerivAt ?m.191) hp
has type
  HasDerivAt (⇑?m.191 ∘ p) (?m.191 p') s
but is expected to have type
  HasDerivAt (fun t => M.g (p t)) (M.g p') s
Main.lean:69:4: error: Application type mismatch: The argument
  M.g
has type
  @ContinuousLinearMap ℝ ℝ Real.semiring Real.semiring (RingHom.id ℝ) E
    PseudoMetricSpace.toUniformSpace.toTopologicalSpace inst✝¹.toAddCommMonoid (E →L[ℝ] E →L[ℝ] ℝ)
    ContinuousLinearMap.topologicalSpace ContinuousLinearMap.addCommMonoid inst✝.toModule ContinuousLinearMap.module
but is expected to have type
  @ContinuousLinearMap ℝ ℝ Field.toSemifield.toDivisionSemiring.toSemiring
    Field.toSemifield.toDivisionSemiring.toSemiring (RingHom.id ℝ) E PseudoMetricSpace.toUniformSpace.toTopologicalSpace
    inst✝¹.toAddCommMonoid ?m.198 PseudoMetricSpace.toUniformSpace.toTopologicalSpace
    NormedAddCommGroup.toAddCommGroup.toAddCommMonoid inst✝.toModule NormedSpace.toModule
in the application
  @ContinuousLinearMap.hasFDerivAt ℝ DenselyNormedField.toNontriviallyNormedField E inst✝¹.toAddCommGroup inst✝.toModule
    PseudoMetricSpace.toUniformSpace.toTopologicalSpace ?m.198 NormedAddCommGroup.toAddCommGroup NormedSpace.toModule
    PseudoMetricSpace.toUniformSpace.toTopologicalSpace M.g
```

Both messages concern `M.g.hasFDerivAt.comp_hasDerivAt` in the proof of `hg`. The second gives the cause. `ContinuousLinearMap.hasFDerivAt` itself takes any topology and module structure on the target space, but the chain rule `HasFDerivAt.comp_hasDerivAt` around it needs these to come from a norm. Here the target is still the unknown `?m.198`, with its normed structure also unknown. The type of `M.g` carries the operator space's own instances, such as `ContinuousLinearMap.topologicalSpace`, and Lean fails to match the two forms, though they agree once the operator norm is filled in. The first message is a consequence: without `M.g` in place, the map stays unknown as `?m.191`, and the composition does not fit the stated derivative.

The repair drops `hg` and calls the earlier lemma `hasDerivAt_g`. Its step `lin` is proved for an arbitrary normed space `W`, and `W` is then given explicitly as the operator space, so the normed structure is known before `M.g` is supplied.

Using `hasDerivAt_form` for `K` and `Q` is tidying, since `hK` and `hQ` drew no error. It brings in a coercion of `K`, which `ContinuousLinearEquiv.coe_coe` removes.

The change to the closing algebra also mends a gap that no message reports. Differentiating ⟨d,p⟩ gives ⟨d,p′⟩, while `slope` contains ⟨p′,d⟩. The old rewrites never identify the two, and `ring` treats them as unrelated quantities, so it could not have closed the goal. The new proof supplies this equality as `c` and combines it with the symmetries of `K`, `Q` and `g` in `linear_combination`.

After these edits no error is left:

```diff
@@ -62,25 +62,16 @@
     HasDerivAt (fun t => M.energy (p t) (f t))
       (M.slope (p s) (f s) p' - f' * (⟪M.d, p s⟫_ℝ + ⟪p s, M.Q (p s)⟫_ℝ / 2)) s := by
-  have hK : HasDerivAt (fun t => M.K (p t)) (M.K p') s :=
-    (M.K : E →L[ℝ] E).hasFDerivAt.comp_hasDerivAt s hp
-  have hQ : HasDerivAt (fun t => M.Q (p t)) (M.Q p') s :=
-    M.Q.hasFDerivAt.comp_hasDerivAt s hp
-  have hg : HasDerivAt (fun t => M.g (p t)) (M.g p') s :=
-    M.g.hasFDerivAt.comp_hasDerivAt s hp
-  have h := ((((hp.inner ℝ hK).div_const 2).fun_add
-    (((hg.clm_apply hp).clm_apply hp).div_const 6)).fun_sub
+  have h := ((((hasDerivAt_form (M.K : E →L[ℝ] E) hp hp).div_const 2).fun_add
+    ((M.hasDerivAt_g hp hp hp).div_const 6)).fun_sub
     (hf.fun_mul ((hasDerivAt_const s M.d).inner ℝ hp))).fun_sub
-    ((hf.fun_mul (hp.inner ℝ hQ)).div_const 2)
+    ((hf.fun_mul (hasDerivAt_form M.Q hp hp)).div_const 2)
   refine h.congr_deriv ?_
-  simp only [slope, inner_zero_left, ContinuousLinearMap.add_apply]
+  simp only [slope, inner_zero_left, ContinuousLinearEquiv.coe_coe]
   -- the symmetries of `K`, `Q` and `g` collect equal terms
-  have k1 := M.K_sym (p s) p'
-  have k2 := real_inner_comm (M.K (p s)) p'
-  have q1 := M.Q_sym (p s) p'
-  have q2 := real_inner_comm (M.Q (p s)) p'
-  have g1 := M.g_swap_left p' (p s) (p s)
-  have g2 := M.g_swap_right (p s) p' (p s)
-  rw [← k1, ← q1, g1, g2, ← k2, ← q2]
-  ring
+  have k := (M.K_sym (p s) p').symm.trans (real_inner_comm _ _)
+  have q := (M.Q_sym (p s) p').symm.trans (real_inner_comm _ _)
+  have c := real_inner_comm p' M.d
+  linear_combination k / 2 + (M.g_swap_left p' (p s) (p s)
+    + 2 * M.g_swap_right (p s) p' (p s)) / 6 - f s * c - f s * q / 2
 
 end ResponseModel
```
